# In a uniform field the force is the same everywhere and the energy changes linearly under a common displacement

Finitely many particles in d-dimensional Euclidean space, not interacting with one another, have as their energy the sum of the inner products of a fixed vector a with their positions. The lemma states that the force, minus the gradient of this energy, is −a on every particle in every configuration, and that displacing all N particles by t adds N⟨a, t⟩ to the energy. For the force, the proof writes the energy as the inner product with the configuration that has a in every place, and reads off the gradient. For the energy, it expands the sum after first recording, as `hs`, that particle i of the displaced configuration sits at `x i + t`.

In Lean, a first try:

```lean
import Mathlib

open Finset

namespace EquivariantForceField

noncomputable section

/-- Configurations of `N` particles in `d`-dimensional Euclidean space. -/
abbrev Config (N d : ℕ) := PiLp 2 (fun _ : Fin N => EuclideanSpace ℝ (Fin d))

variable {N d : ℕ}

/-- The common displacement of all particles by the vector `t`. -/
def shift (t : EuclideanSpace ℝ (Fin d)) : Config N d := WithLp.toLp 2 (fun _ => t)

/-- The conservative force field of the energy `E`: minus its gradient. -/
def force (E : Config N d → ℝ) (x : Config N d) : Config N d := -gradient E x

/-- The energy of `N` particles in a uniform field with energy gradient `a`. -/
def uniformField (a : EuclideanSpace ℝ (Fin d)) (x : Config N d) : ℝ :=
  ∑ i, inner ℝ a (x i)

/-- In a uniform field the force on every particle is `-a` in all configurations, while a
common displacement by `t` changes the energy by `N` times the inner product of `a` and `t`. -/
theorem uniformField_force_and_energy (a t : EuclideanSpace ℝ (Fin d)) :
    (∀ (x : Config N d) i, force (uniformField a) x i = -a) ∧
      ∀ x : Config N d,
        uniformField a (x + shift t) = uniformField a x + N * inner ℝ a t := by
  constructor
  · intro x i
    have hg : HasGradientAt (uniformField a) (shift a : Config N d) x := by
      rw [hasGradientAt_iff_hasFDerivAt]
      have e : uniformField a =
          fun y => InnerProductSpace.toDual ℝ (Config N d) (shift a) y := by
        funext y
        change _ = inner ℝ (shift a : Config N d) y
        rw [PiLp.inner_apply]
        rfl
      rw [e]
      exact ContinuousLinearMap.hasFDerivAt _
    change -(gradient (uniformField a) x i) = -a
    rw [hg.gradient]
    rfl
  · intro x
    have hs : ∀ i, (x + shift t) i = x i + t := fun _ => rfl
    simp only [uniformField, hs, inner_add_right, Finset.sum_add_distrib,
      Finset.sum_const, Finset.card_univ, Fintype.card_fin, nsmul_eq_mul]

end

end EquivariantForceField
```

The compiler's answer:

```
Main.lean:46:19: error: Function expected at
  x + shift t
but this term has type
  ?m.164

Note: Expected a function because this term is being applied to the argument
  i
```

Cause. The error is in the statement of `hs`, before its proof is looked at. In `(x + shift t) i` the sum is applied to an index, so Lean must know that its type is one whose elements can be used as functions. The message shows that this type was still an unknown, `?m.164`. The term `shift t` does not settle it alone: `t` fixes the dimension `d`, but the number of particles occurs only in the result type of `shift`. Nothing round the sum says what type is expected either, and Lean does not work it out from `x` before it has to deal with the application to `i`.

The repair writes `(x + shift t : Config N d)`. The type of the sum is then known, a configuration can be applied to a particle index, and the equation holds by unfolding definitions, so the old proof `fun _ => rfl` serves unchanged.

Lean accepts the file once it reads:

```diff
@@ -44,5 +44,5 @@
     rfl
   · intro x
-    have hs : ∀ i, (x + shift t) i = x i + t := fun _ => rfl
+    have hs : ∀ i, (x + shift t : Config N d) i = x i + t := fun _ => rfl
     simp only [uniformField, hs, inner_add_right, Finset.sum_add_distrib,
       Finset.sum_const, Finset.card_univ, Fintype.card_fin, nsmul_eq_mul]
```
